# The polarization energy of a static charge in a linearly polarizable medium is half the charge times the induced potential

A medium is described by finitely many real polarization coordinates p, a real symmetric positive definite stiffness matrix K, and a real vector b that couples p to a static charge q. Its energy, counted from the unpolarized medium and without the bare self-energy of the charge, is E(q,p) = ½ p·Kp + q b·p, its response is p(q) = −q K⁻¹b, and the potential it induces at the charge is φ(q) = b·p(q).

In Lean 4 with Mathlib:

```lean
import Mathlib

open Matrix

namespace StaticCoulombHole

noncomputable section

variable {n : Type*} [Fintype n] [DecidableEq n]

/-- Energy of a medium with stiffness `K` and polarization `p`, coupled through `b` to a
static charge `q`. -/
def energy (K : Matrix n n ℝ) (b : n → ℝ) (q : ℝ) (p : n → ℝ) : ℝ :=
  (p ⬝ᵥ K *ᵥ p) / 2 + q * (b ⬝ᵥ p)

/-- The linear static response `-q K⁻¹ b` of the medium to the charge `q`, for invertible
stiffness `K`. -/
def response (K : Matrix n n ℝ) (b : n → ℝ) (q : ℝ) : n → ℝ :=
  (-q) • (K⁻¹ *ᵥ b)

/-- The potential that the responding medium induces at the position of the charge, for
invertible stiffness `K`. -/
def inducedPotential (K : Matrix n n ℝ) (b : n → ℝ) (q : ℝ) : ℝ :=
  b ⬝ᵥ response K b q

/-- Force balance: the restoring force of the polarized medium cancels the force exerted by
the charge. -/
theorem force_balance {K : Matrix n n ℝ} (hK : K.PosDef) (b : n → ℝ) (q : ℝ) :
    K *ᵥ response K b q = -(q • b) := by
  have hdet : IsUnit K.det := isUnit_iff_ne_zero.mpr hK.det_pos.ne'
  unfold response
  rw [Matrix.mulVec_smul, Matrix.mulVec_mulVec, Matrix.mul_nonsing_inv K hdet,
    Matrix.one_mulVec, neg_smul]

/-- A deviation `d` from the static response raises the energy by the elastic energy
of `d`. -/
theorem energy_response_add {K : Matrix n n ℝ} (hK : K.PosDef) (b : n → ℝ) (q : ℝ)
    (d : n → ℝ) :
    energy K b q (response K b q + d)
      = energy K b q (response K b q) + (d ⬝ᵥ K *ᵥ d) / 2 := by
  have hT : Kᵀ = K := by
    rw [← Matrix.conjTranspose_eq_transpose_of_trivial]
    exact hK.1
  -- the cross terms agree by symmetry and cancel the linear coupling by force balance
  have h1 : d ⬝ᵥ K *ᵥ response K b q = -(q * (b ⬝ᵥ d)) := by
    rw [force_balance hK, dotProduct_neg, dotProduct_smul, smul_eq_mul, dotProduct_comm d b]
  have h2 : response K b q ⬝ᵥ K *ᵥ d = d ⬝ᵥ K *ᵥ response K b q := by
    rw [Matrix.dotProduct_mulVec, ← Matrix.mulVec_transpose, hT, dotProduct_comm]
  unfold energy
  rw [Matrix.mulVec_add]
  simp only [dotProduct_add, add_dotProduct]
  linear_combination h2 / 2 + h1

/-- The elastic energy stored in the responding medium is minus one half of the interaction
energy `q φ(q)`. -/
theorem elastic_energy {K : Matrix n n ℝ} (hK : K.PosDef) (b : n → ℝ) (q : ℝ) :
    (response K b q ⬝ᵥ K *ᵥ response K b q) / 2 = -(q * inducedPotential K b q / 2) := by
  rw [force_balance hK, dotProduct_neg, dotProduct_smul, smul_eq_mul,
    dotProduct_comm (response K b q) b]
  unfold inducedPotential
  ring

/-- The induced potential is linear in the charge, with coefficient `-⟨b, K⁻¹ b⟩`. -/
theorem inducedPotential_eq (K : Matrix n n ℝ) (b : n → ℝ) (q : ℝ) :
    inducedPotential K b q = -(q * (b ⬝ᵥ K⁻¹ *ᵥ b)) := by
  unfold inducedPotential response
  rw [dotProduct_smul, smul_eq_mul]
  ring

/-- The energy of the relaxed medium is one half of the charge times the induced
potential. -/
theorem energy_response {K : Matrix n n ℝ} (hK : K.PosDef) (b : n → ℝ) (q : ℝ) :
    energy K b q (response K b q) = q * inducedPotential K b q / 2 := by
  have h := elastic_energy hK b q
  unfold energy
  rw [h]
  unfold inducedPotential
  ring

/-- The static Coulomb-hole energy: the response is the only minimizer of the medium energy,
and the minimum is the charging integral of the induced potential, equals `q φ(q) / 2`, and is
not positive. -/
theorem coulomb_hole {K : Matrix n n ℝ} (hK : K.PosDef) (b : n → ℝ) (q : ℝ) :
    (∀ p, (∀ p', energy K b q p ≤ energy K b q p') ↔ p = response K b q) ∧
    energy K b q (response K b q) = ∫ s in (0 : ℝ)..q, inducedPotential K b s ∧
    energy K b q (response K b q) = q * inducedPotential K b q / 2 ∧
    energy K b q (response K b q) ≤ 0 := by
  -- every other polarization costs strictly more
  have hlt : ∀ p, p ≠ response K b q →
      energy K b q (response K b q) < energy K b q p := by
    intro p hp
    have hpos : 0 < (p - response K b q) ⬝ᵥ K *ᵥ (p - response K b q) := by
      simpa only [star_trivial] using hK.dotProduct_mulVec_pos (sub_ne_zero.mpr hp)
    have h := energy_response_add hK b q (p - response K b q)
    rw [add_sub_cancel] at h
    linarith
  have hmin : ∀ p, energy K b q (response K b q) ≤ energy K b q p := by
    intro p
    by_cases hp : p = response K b q
    · rw [hp]
    · exact (hlt p hp).le
  refine ⟨fun p => ⟨fun h => ?_, fun h => ?_⟩, ?_, energy_response hK b q, ?_⟩
  · by_contra hp
    exact not_lt_of_ge (h (response K b q)) (hlt p hp)
  · rw [h]
    exact hmin
  · -- the induced potential is proportional to the charge already present
    rw [energy_response hK]
    simp only [inducedPotential_eq]
    rw [intervalIntegral.integral_neg, intervalIntegral.integral_mul_const, integral_id]
    ring
  · -- compare with the unpolarized medium
    have h := hmin 0
    have h0 : energy K b q 0 = 0 := by simp [energy]
    linarith

/-- The derivative of the relaxed energy with respect to the charge is the induced
potential. -/
theorem hasDerivAt_relaxed_energy {K : Matrix n n ℝ} (hK : K.PosDef) (b : n → ℝ) (q : ℝ) :
    HasDerivAt (fun s => energy K b s (response K b s)) (inducedPotential K b q) q := by
  have hf : (fun s => energy K b s (response K b s))
      = fun s => (-(b ⬝ᵥ K⁻¹ *ᵥ b) / 2) * (s * s) := by
    funext s
    rw [energy_response hK, inducedPotential_eq]
    ring
  rw [hf, inducedPotential_eq]
  refine (((hasDerivAt_id' q).fun_mul (hasDerivAt_id' q)).const_mul
    (-(b ⬝ᵥ K⁻¹ *ᵥ b) / 2)).congr_deriv ?_
  ring

/-- A nonzero charge with nonzero coupling to the medium has a strictly negative relaxed
energy. -/
theorem coulomb_hole_neg {K : Matrix n n ℝ} (hK : K.PosDef) {b : n → ℝ} {q : ℝ}
    (hb : b ≠ 0) (hq : q ≠ 0) : energy K b q (response K b q) < 0 := by
  -- force balance rules out a vanishing response
  have hr : response K b q ≠ 0 := by
    intro h
    have hf := force_balance hK b q
    rw [h, Matrix.mulVec_zero] at hf
    exact smul_ne_zero hq hb (neg_eq_zero.mp hf.symm)
  have hpos : 0 < response K b q ⬝ᵥ K *ᵥ response K b q := by
    simpa only [star_trivial] using hK.dotProduct_mulVec_pos hr
  have h1 := elastic_energy hK b q
  have h2 := energy_response hK b q
  linarith

end

end StaticCoulombHole
```

```lean
#print axioms StaticCoulombHole.energy_response
#print axioms StaticCoulombHole.coulomb_hole
#print axioms StaticCoulombHole.hasDerivAt_relaxed_energy
#print axioms StaticCoulombHole.coulomb_hole_neg
```

```
'StaticCoulombHole.energy_response' depends on axioms: [propext, Classical.choice, Quot.sound]
'StaticCoulombHole.coulomb_hole' depends on axioms: [propext, Classical.choice, Quot.sound]
'StaticCoulombHole.hasDerivAt_relaxed_energy' depends on axioms: [propext, Classical.choice, Quot.sound]
'StaticCoulombHole.coulomb_hole_neg' depends on axioms: [propext, Classical.choice, Quot.sound]
```

## Minimum, charging work and the factor one half

In the code, `energy`, `response` and `inducedPotential` are E, p(q) and φ(q). The coordinates are indexed by a finite type `n`, `⬝ᵥ` is the dot product, and `*ᵥ` applies a matrix to a vector. The hypothesis `K.PosDef` includes symmetry and stands for stability: every nonzero polarization costs elastic energy.

For every real q, of either sign, `coulomb_hole` states four things:

- A polarization p minimizes E(q,·) if and only if p = p(q).
- The minimum equals the integral of φ(s) from s = 0 to s = q.
- The minimum equals qφ(q)/2.
- The minimum is not positive.

The integral is the work of building up the charge in steps ds, each at the potential φ(s) of a medium that has relaxed to the charge already present. The bare self-energy of the charge is not part of E.

This is the classical, finite-dimensional, linear-response picture behind the Coulomb-hole term of COHSEX, the static approximation to the GW self-energy. K and b are given here, not derived from an electronic structure. The model contains no self-energy operator, no screened exchange and no frequency dependence.

## Force balance and the completed square

Write r = p(q). Since K is positive definite, it is invertible, and

Kr = −q K K⁻¹b = −q b.

This is `force_balance`: the restoring force cancels the force exerted by the charge. Now displace the medium by d:

E(q, r+d) = ½ r·Kr + ½ r·Kd + ½ d·Kr + ½ d·Kd + q b·r + q b·d.

Symmetry gives r·Kd = d·Kr, and force balance gives d·Kr = −q b·d. The two cross terms therefore add up to −q b·d and cancel the last term, which leaves

E(q, r+d) = E(q, r) + ½ d·Kd.

This is `energy_response_add`. In its proof, `h2` is the symmetry step, `h1` is the force balance, and `linear_combination` adds them with the weights ½ and 1. For d ≠ 0 the extra term is positive, so every other polarization costs strictly more. The main theorem records this as `hlt` and obtains both directions of the minimizer statement from it.

## Where half of the interaction goes

Taking the dot product of the force balance with r gives the stored elastic energy (`elastic_energy`):

½ r·Kr = −½ q b·r = −½ qφ(q).

The interaction energy is q b·r = qφ(q). Polarizing the medium uses up half of this gain, and the sum is `energy_response`:

E(q, r) = −½ qφ(q) + qφ(q) = ½ qφ(q).

For the charging integral, set c = b·K⁻¹b. By `inducedPotential_eq`, φ(s) = −cs, so

∫₀^q φ(s) ds = −½ cq² = ½ qφ(q).

The sign follows by comparison with the unpolarized medium: E(q,0) = 0, and the minimum cannot lie above it.

Two further theorems complete the picture. The relaxed energy is −½ cq², so its derivative with respect to q is −cq = φ(q), which is `hasDerivAt_relaxed_energy`. If q and b are both nonzero, force balance excludes r = 0. The elastic energy is then positive, and the relaxed energy, which is its negative, is strictly below zero (`coulomb_hole_neg`).

## The half in a COHSEX code

A COHSEX calculation builds the static screened interaction W and, for the Coulomb-hole term, subtracts the bare interaction v. The Coulomb-hole contribution to the level of an orbital ψ is then

½ ∫ |ψ(r)|² [W − v](r,r) dr,

where r now denotes position. For a unit charge, φ(1) = −b·K⁻¹b plays the part of [W − v](r,r), and the prefactor ½ is the one derived above.

In a discrete polarizable model of the present kind, one solves Kx = b, for instance by Cholesky factorization, and evaluates −½ q² b·x. If the polarization comes from an iterative solver and still has an error d, E(q,p) is wrong only by ½ d·Kd, whereas the short formula ½ q b·p is wrong by ½ q b·d, which for a general error is of first order in d. Conjugate gradients started from p = 0 are an exception: in exact arithmetic their iterates satisfy p·Kp = −q b·p, so the two formulas give the same value.
